# In the ground state of a uniform, infinite, half-filled free-fermion chain, the number variance of a block grows with every added site but tends to zero per site

A straight-line extrapolation gives my metal a finite particle-number noise per site at zero temperature, as if it were warm. The system is an infinite chain of free spinless fermions at half filling, with the same nearest-neighbour hopping on every bond, and I look at the number of particles in a block of consecutive sites. For blocks of one, two and three sites the variance is 0.250, 0.297 and 0.345, and these three points lie exactly on a line. The fourth value, 0.370, falls below the line, but the variance is still rising. Does it go on rising at every block size? If it does, how can the noise per site disappear?

## The gain per added site is a tail of a convergent sum

It rises at every size, and the noise per site still tends to zero, because the amount gained from each new site tends to zero.

With unit lattice spacing and nearest-neighbour hopping of the usual sign, so that the band energy is \(-2t\cos k\) with \(t>0\), the ground state fills the momenta \(|k|<\pi/2\). The one-particle density matrix between two sites at separation \(m\) is then

\[
P_m=\int_{-\pi/2}^{\pi/2}\frac{dk}{2\pi}\,e^{ikm}=\frac{\sin(\pi m/2)}{\pi m}\quad(m\neq0),\qquad P_0=\tfrac12 .
\]

Let \(C\) be its restriction to a block of \(L\) sites, \(C_{ij}=P_{i-j}\) with \(i,j=0,\dots,L-1\). Wick's theorem gives the density correlation \(\langle n_in_j\rangle-\langle n_i\rangle\langle n_j\rangle=\delta_{ij}C_{ii}-C_{ij}C_{ji}\). Summed over the block, with \(P_{-m}=P_m\), this is the number variance

\[
V_L=\operatorname{tr}(C-C^2)=\frac L2-\sum_{i,j=0}^{L-1}P_{i-j}^2 .
\]

The \(L\) diagonal terms of the double sum contribute \(L/4\), and each separation \(m\ge1\) occurs \(2(L-m)\) times. Hence

\[
V_L=\frac L4-2\sum_{m=1}^{L-1}(L-m)\frac{\sin^2(\pi m/2)}{(\pi m)^2}.
\]

Now enlarge a block of \(n\) sites by one, and return to the earlier form of the variance, \(L/2\) minus the double sum. The term \(L/2\) grows by \(1/2\). The double sum gains \(P_0^2=1/4\) from the new site itself and \(P_m^2\) twice for each \(m=1,\dots,n\). The gain is therefore

\[
g_n=V_{n+1}-V_n=\frac14-2\sum_{m=1}^{n}P_m^2 .
\]

For even \(m\neq0\) the sine vanishes. For odd \(m\) it is \(\pm1\), so \(P_m^2=1/(\pi^2m^2)\). The sum of \(1/m^2\) over all positive integers is \(\pi^2/6\). The even integers contribute a quarter of it, \(\pi^2/24\), which leaves \(\pi^2/8\) for the odd ones. Consequently

\[
\sum_{m=1}^{\infty}P_m^2=\frac18,\qquad g_n=2\sum_{m=n+1}^{\infty}P_m^2 .
\]

One of the separations \(n+1\) and \(n+2\) is odd, so \(g_n>0\) and the variance rises at every step. As the tail of a convergent series, \(g_n\) tends to zero. Your straight line comes from \(P_2=0\), which makes \(g_1=g_2\).

Since \(V_0=0\), the variance per site is the average of the gains, \(V_L/L=\frac1L\sum_{n=0}^{L-1}g_n\). Given \(\varepsilon>0\), choose \(N\) such that \(g_n<\varepsilon\) for all \(n\ge N\). For \(L>N\),

\[
0\le\frac{V_L}{L}\le\frac{V_N}{L}+\varepsilon ,
\]

and the first term on the right vanishes as \(L\to\infty\). So \(V_L/L\to0\).

The coherences between different sites are essential here. Keep half a particle per site but set \(P_m=0\) for all \(m\neq0\), as in the infinite-temperature state. Then \(C\) is half the identity, \(V_L=L/4\), and the variance per site stays at \(1/4\) for every \(L\ge1\). Half filling and translation invariance alone thus do not make the fluctuations subextensive.

## The chain and its block variance in Lean

`coherence m` is \(P_m\) for an integer separation. The name also covers the diagonal value \(1/2\), which a textbook would call an occupation. That value is set separately because Lean evaluates a quotient with denominator zero as zero, whereas the physical value is the limit \(1/2\).

`blockMatrix L` is the real \(L\times L\) matrix \(C\), often called the correlation matrix. Its index type `Fin L` numbers the sites from \(0\) to \(L-1\). The chain itself is infinite, and only the block is finite. `blockVariance L` is defined as \(\operatorname{tr}(C-C^2)\).

The theorem `blockVariance_formula` states the explicit sum for every natural number \(L\). The range `Finset.Ico 1 L` means \(m=1,\dots,L-1\), and it is empty for \(L=0\) and \(L=1\), where the variances are \(0\) and \(1/4\).

The final theorem, `blockVariance_strictMono_and_subextensive`, has two parts. `StrictMono blockVariance` says that \(L<L'\) implies \(V_L<V_{L'}\), starting from the empty block. The `Tendsto` statement says that \(V_L/L\to0\) as \(L\to\infty\). Neither part has a hypothesis, since the physical assumptions sit in the definitions: one spin species, no interactions, uniform nearest-neighbour hopping, half filling and zero temperature.

The step from these definitions to the ideal free-fermion chain is the identification of the trace with the variance of the particle number in the filled Fermi sea. It rests on the momentum integral and Wick's theorem above, which enter the Lean code only through the definitions.

Strict growth and a vanishing variance per site would also be compatible with saturation at a finite value, so these two properties do not by themselves tell a metal from an insulator. The known asymptotic growth for this chain is \((\log L)/\pi^2\), a finer statement than the theorems make.

For electronic structure, the result concerns fragments: a longer fragment of this non-interacting, half-filled chain has a less sharp electron number, yet the variance becomes negligible compared with the fragment's length.

```lean
import Mathlib

open Filter Topology
open scoped Real

namespace HalfFilledChain

noncomputable section

/-- One-particle density matrix element of the half-filled infinite chain between two sites
at separation `m`: `1/2` for `m = 0` and `sin (π m / 2) / (π m)` otherwise. -/
def coherence (m : ℤ) : ℝ :=
  if m = 0 then 1 / 2 else Real.sin (π * m / 2) / (π * m)

/-- The one-particle density matrix restricted to a block of `L` consecutive sites. -/
def blockMatrix (L : ℕ) : Matrix (Fin L) (Fin L) ℝ :=
  Matrix.of fun i j => coherence (((i : ℕ) : ℤ) - ((j : ℕ) : ℤ))

/-- The free-fermion particle-number variance `tr (C - C²)` of a block of `L` sites, with `C`
the density matrix of the block. -/
def blockVariance (L : ℕ) : ℝ :=
  (blockMatrix L - blockMatrix L * blockMatrix L).trace

/-- The coherence between two sites does not depend on their order. -/
theorem coherence_neg (m : ℤ) : coherence (-m) = coherence m := by
  by_cases h : m = 0
  · simp [h]
  · rw [coherence, coherence, if_neg h, if_neg (neg_ne_zero.mpr h),
      show π * ((-m : ℤ) : ℝ) / 2 = -(π * m / 2) by push_cast; ring,
      Real.sin_neg, Int.cast_neg, mul_neg, neg_div_neg_eq]

private lemma coherence_nat (m : ℕ) (hm : m ≠ 0) :
    coherence (m : ℤ) = Real.sin (π * m / 2) / (π * m) := by
  have h : (m : ℤ) ≠ 0 := by exact_mod_cast hm
  rw [coherence, if_neg h, Int.cast_natCast]

/-- At nonzero separation `m` the squared coherence vanishes for even `m` and is
`1 / (π² m²)` for odd `m`. -/
theorem coherence_sq (m : ℕ) (hm : m ≠ 0) :
    coherence (m : ℤ) ^ 2 = if Even m then 0 else 1 / π ^ 2 * (1 / (m : ℝ) ^ 2) := by
  rw [coherence_nat m hm]
  by_cases h : Even m
  · rw [if_pos h]
    obtain ⟨k, rfl⟩ := h
    rw [show π * ((k + k : ℕ) : ℝ) / 2 = k * π by push_cast; ring, Real.sin_nat_mul_pi]
    simp
  · rw [if_neg h]
    obtain ⟨k, hk⟩ := Nat.not_even_iff_odd.mp h
    have hs : Real.sin (π * m / 2) ^ 2 = 1 := by
      rw [show π * (m : ℝ) / 2 = k * π + π / 2 by rw [hk]; push_cast; ring,
        Real.sin_add_pi_div_two, Real.cos_sq', Real.sin_nat_mul_pi]
      norm_num
    rw [div_pow, hs, mul_pow, one_div_mul_one_div]

private lemma variance_sum (L : ℕ) : blockVariance L =
    L / 2 - ∑ i ∈ Finset.range L, ∑ j ∈ Finset.range L, coherence ((i : ℤ) - (j : ℤ)) ^ 2 := by
  have h : ∀ i j : Fin L, blockMatrix L i j * blockMatrix L j i
      = coherence (((i : ℕ) : ℤ) - ((j : ℕ) : ℤ)) ^ 2 := by
    intro i j
    simp only [blockMatrix, Matrix.of_apply]
    rw [show ((j : ℕ) : ℤ) - ((i : ℕ) : ℤ) = -(((i : ℕ) : ℤ) - ((j : ℕ) : ℤ)) by ring,
      coherence_neg]
    ring
  have hd : ∀ i : Fin L, blockMatrix L i i = 1 / 2 := by
    intro i
    simp [blockMatrix, coherence]
  rw [blockVariance, Matrix.trace_sub]
  simp only [Matrix.trace, Matrix.diag_apply, Matrix.mul_apply, h, hd, Finset.sum_range,
    Finset.sum_const, Finset.card_univ, Fintype.card_fin, nsmul_eq_mul]
  ring

/-- Adding one site to a block of `n` sites changes the variance by `1/4` minus twice the
squared coherences between the new site and the block. -/
theorem blockVariance_succ (n : ℕ) : blockVariance (n + 1) - blockVariance n =
    1 / 4 - 2 * ∑ m ∈ Finset.Ico 1 (n + 1), coherence (m : ℤ) ^ 2 := by
  have h2 : ∑ j ∈ Finset.range n, coherence ((n : ℤ) - (j : ℤ)) ^ 2
      = ∑ m ∈ Finset.Ico 1 (n + 1), coherence (m : ℤ) ^ 2 := by
    refine Finset.sum_nbij' (fun i => n - i) (fun m => n - m) ?_ ?_ ?_ ?_ ?_
    all_goals intro i hi
    all_goals simp only [Finset.mem_range, Finset.mem_Ico] at *
    · omega
    · omega
    · omega
    · omega
    · rw [Nat.cast_sub hi.le]
  have h1 : ∑ i ∈ Finset.range n, coherence ((i : ℤ) - (n : ℤ)) ^ 2
      = ∑ m ∈ Finset.Ico 1 (n + 1), coherence (m : ℤ) ^ 2 := by
    rw [← h2]
    refine Finset.sum_congr rfl fun i _ => ?_
    rw [← coherence_neg, neg_sub]
  have h0 : coherence ((n : ℤ) - (n : ℤ)) = 1 / 2 := by simp [coherence]
  rw [variance_sum, variance_sum]
  simp only [Finset.sum_range_succ, Finset.sum_add_distrib]
  rw [h1, h2, h0]
  push_cast
  ring

/-- The block variance as an explicit sum over separations inside the block. -/
theorem blockVariance_formula (L : ℕ) : blockVariance L = L / 4 -
    2 * ∑ m ∈ Finset.Ico 1 L, ((L : ℝ) - m) * (Real.sin (π * m / 2) ^ 2 / (π * m) ^ 2) := by
  have key : blockVariance L =
      L / 4 - 2 * ∑ m ∈ Finset.Ico 1 L, ((L : ℝ) - m) * coherence (m : ℤ) ^ 2 := by
    induction L with
    | zero => simp [variance_sum]
    | succ n ih =>
      have e : ∑ m ∈ Finset.Ico 1 (n + 1), (((n + 1 : ℕ) : ℝ) - m) * coherence (m : ℤ) ^ 2
          = ∑ m ∈ Finset.Ico 1 n, ((n : ℝ) - m) * coherence (m : ℤ) ^ 2
            + ∑ m ∈ Finset.Ico 1 (n + 1), coherence (m : ℤ) ^ 2 := by
        rcases Nat.eq_zero_or_pos n with rfl | hn
        · simp
        · have hs : ∑ m ∈ Finset.Ico 1 n, (((n + 1 : ℕ) : ℝ) - m) * coherence (m : ℤ) ^ 2
              = ∑ m ∈ Finset.Ico 1 n, ((n : ℝ) - m) * coherence (m : ℤ) ^ 2
                + ∑ m ∈ Finset.Ico 1 n, coherence (m : ℤ) ^ 2 := by
            rw [← Finset.sum_add_distrib]
            refine Finset.sum_congr rfl fun m _ => ?_
            push_cast
            ring
          rw [Finset.sum_Ico_succ_top hn, Finset.sum_Ico_succ_top hn, hs]
          push_cast
          ring
      have hv := blockVariance_succ n
      rw [e]
      push_cast
      linarith
  rw [key]
  congr 2
  refine Finset.sum_congr rfl fun m hm => ?_
  have h1 := (Finset.mem_Ico.mp hm).1
  rw [coherence_nat m (by omega), div_pow]

private lemma coherence_hasSum :
    HasSum (fun m : ℕ => coherence ((1 + m : ℕ) : ℤ) ^ 2) (1 / 8) := by
  have hpi := Real.pi_ne_zero
  -- the Basel sum, split into even and odd integers
  have hall := hasSum_zeta_two
  have he : HasSum (fun k : ℕ => 1 / ((2 * k : ℕ) : ℝ) ^ 2) (π ^ 2 / 24) := by
    have e : (fun k : ℕ => 1 / ((2 * k : ℕ) : ℝ) ^ 2)
        = fun k : ℕ => 1 / 4 * (1 / (k : ℝ) ^ 2) := by
      funext k
      push_cast
      ring
    rw [e, show π ^ 2 / 24 = 1 / 4 * (π ^ 2 / 6) by ring]
    exact hall.mul_left _
  obtain ⟨o, ho⟩ : Summable (fun k : ℕ => 1 / ((2 * k + 1 : ℕ) : ℝ) ^ 2) :=
    hall.summable.comp_injective (i := fun k : ℕ => 2 * k + 1) (fun a b h => by
      have h' : 2 * a + 1 = 2 * b + 1 := h
      omega)
  have hs := (HasSum.even_add_odd (f := fun n : ℕ => 1 / (n : ℝ) ^ 2) he ho).unique hall
  have ho8 : o = π ^ 2 / 8 := by linarith
  have h0 : HasSum (fun k : ℕ => coherence ((1 + 2 * k : ℕ) : ℤ) ^ 2) (1 / 8) := by
    have e : (fun k : ℕ => coherence ((1 + 2 * k : ℕ) : ℤ) ^ 2)
        = fun k : ℕ => 1 / π ^ 2 * (1 / ((2 * k + 1 : ℕ) : ℝ) ^ 2) := by
      funext k
      rw [Nat.add_comm 1 (2 * k), coherence_sq _ (by omega),
        if_neg (Nat.not_even_iff_odd.mpr ⟨k, rfl⟩)]
    have v : (1 / 8 : ℝ) = 1 / π ^ 2 * o := by
      rw [ho8]
      field_simp
    rw [e, v]
    exact ho.mul_left _
  have h1 : HasSum (fun k : ℕ => coherence ((1 + (2 * k + 1) : ℕ) : ℤ) ^ 2) 0 := by
    have e : (fun k : ℕ => coherence ((1 + (2 * k + 1) : ℕ) : ℤ) ^ 2) = fun _ => 0 := by
      funext k
      rw [coherence_sq _ (by omega), if_pos ⟨k + 1, by omega⟩]
    rw [e]
    exact hasSum_zero
  have h := HasSum.even_add_odd (f := fun m : ℕ => coherence ((1 + m : ℕ) : ℤ) ^ 2) h0 h1
  rwa [add_zero] at h

private lemma gain_eq (n : ℕ) : blockVariance (n + 1) - blockVariance n =
    1 / 4 - 2 * ∑ m ∈ Finset.range n, coherence ((1 + m : ℕ) : ℤ) ^ 2 := by
  rw [blockVariance_succ, Finset.sum_Ico_eq_sum_range, Nat.add_sub_cancel]

/-- Enlarging a block by one site always raises its number variance. -/
theorem gain_pos (n : ℕ) : 0 < blockVariance (n + 1) - blockVariance n := by
  have h := sum_le_hasSum (Finset.range (n + 1 + 1)) (fun i _ => sq_nonneg _) coherence_hasSum
  rw [Finset.sum_range_succ, Finset.sum_range_succ] at h
  -- one of the next two separations is odd and carries a nonzero coherence
  have hp : 0 < coherence ((1 + n : ℕ) : ℤ) ^ 2 + coherence ((1 + (n + 1) : ℕ) : ℤ) ^ 2 := by
    by_cases he : Even (1 + n)
    · have ho : ¬ Even (1 + (n + 1)) := by
        rintro ⟨b, hb⟩
        obtain ⟨a, ha⟩ := he
        omega
      rw [coherence_sq (1 + (n + 1)) (by omega), if_neg ho]
      positivity
    · rw [coherence_sq (1 + n) (by omega), if_neg he]
      positivity
  rw [gain_eq]
  linarith

/-- The variance gained by adding one more site tends to zero for long blocks. -/
theorem gain_tendsto_zero :
    Tendsto (fun n => blockVariance (n + 1) - blockVariance n) atTop (𝓝 0) := by
  have hl := (coherence_hasSum.tendsto_sum_nat.const_mul 2).const_sub (1 / 4)
  rw [show (1 / 4 : ℝ) - 2 * (1 / 8) = 0 by norm_num] at hl
  exact hl.congr fun n => (gain_eq n).symm

/-- The number variance of a block grows strictly with its length `L`, while the variance per
site tends to zero. -/
theorem blockVariance_strictMono_and_subextensive :
    StrictMono blockVariance ∧
      Tendsto (fun L : ℕ => blockVariance L / L) atTop (𝓝 0) := by
  refine ⟨strictMono_nat_of_lt_succ fun n => sub_pos.mp (gain_pos n), ?_⟩
  -- the variance per site is the average of the gains
  refine gain_tendsto_zero.cesaro.congr fun n => ?_
  have h0 : blockVariance 0 = 0 := by simp [variance_sum]
  rw [Finset.sum_range_sub, h0, sub_zero, div_eq_inv_mul]

end

end HalfFilledChain
```

```lean
#print axioms HalfFilledChain.blockVariance_formula
-- 'HalfFilledChain.blockVariance_formula' depends on axioms: [propext, Classical.choice, Quot.sound]
#print axioms HalfFilledChain.blockVariance_strictMono_and_subextensive
-- 'HalfFilledChain.blockVariance_strictMono_and_subextensive' depends on axioms: [propext, Classical.choice, Quot.sound]
```

## From squared coherences to the average gain

The first lemmas prepare the double sum. `coherence_neg` proves \(P_{-m}=P_m\), and `coherence_sq` splits into even and odd \(m\) to evaluate \(P_m^2\). `variance_sum` expands the trace and uses the symmetry to turn \(C_{ij}C_{ji}\) into \(P_{i-j}^2\).

`blockVariance_succ` is the formula for \(g_n\). It splits off the last row and column of the double sum. The call to `Finset.sum_nbij'` relabels the old site \(i\) by its separation \(n-i\) from the new one, so that both the row and the column become the sum over \(m=1,\dots,n\).

`blockVariance_formula` reaches the explicit sum by induction on the block length, where the derivation above counted pairs. Its inner identity `e` is

\[
\sum_{m=1}^{n}(n+1-m)P_m^2=\sum_{m=1}^{n-1}(n-m)P_m^2+\sum_{m=1}^{n}P_m^2 ,
\]

and the formula for \(g_n\) then completes the induction step.

`coherence_hasSum` proves that the squared coherences sum to \(1/8\). It starts from Mathlib's `hasSum_zeta_two`, computes the even part, and obtains the odd part from the uniqueness of the total. The summation index starts at zero and stands for the separation `1 + m`. Even indices therefore belong to odd separations, which carry the whole sum, and odd indices contribute zero. `gain_eq` rewrites \(g_n\) with the same shifted index.

For `gain_pos`, the partial sum up to separation \(n+2\) is at most \(1/8\), by `sum_le_hasSum`. Its last two terms have a positive sum, because one of the two separations is odd. The sum up to \(n\) is thus strictly below \(1/8\), and `linarith` concludes that \(g_n>0\). `gain_tendsto_zero` passes to the limit in the same expression, where \(1/4-2\cdot1/8=0\).

In the final theorem, `strictMono_nat_of_lt_succ` extends growth at each single step to any two block lengths. The limit comes from `gain_tendsto_zero.cesaro`, the averaging argument with \(\varepsilon\) and \(N\). `Finset.sum_range_sub` telescopes the sum of the gains to \(V_L-V_0\), and \(V_0=0\) turns their average into the variance per site.
